# A unitary rotation of orthonormal orbitals preserves the density matrix exactly when it mixes no orbitals of different occupation

Take two orthonormal orbitals with real occupations $m_1$ and $m_2$, and rotate them by an angle $\theta$. With $c=\cos\theta$ and $s=\sin\theta$, the occupation matrix becomes

$$
\begin{pmatrix} c & -s\\ s & c\end{pmatrix}
\begin{pmatrix} m_1 & 0\\ 0 & m_2\end{pmatrix}
\begin{pmatrix} c & s\\ -s & c\end{pmatrix}
=
\begin{pmatrix} m_1+s^2(m_2-m_1) & cs\,(m_1-m_2)\\ cs\,(m_1-m_2) & m_2+s^2(m_1-m_2)\end{pmatrix}.
$$

Every change carries the factor $m_1-m_2$. If the occupations agree, any angle is allowed. If they differ, the diagonal entries force $s=0$, and only the signs of the orbitals can change. The same factor decides the case of any finite number of orbitals and any unitary rotation.

## Orbitals, occupations and the density matrix

Let the columns of a complex matrix $C$ be the orbitals. Its rows are labelled by a basis index in `n` and its columns by an orbital index in `k`; the set of orbitals is finite.

```lean
import Mathlib

open Matrix

namespace OrbitalRotationInvariance

noncomputable section

variable {n k : Type*} [Fintype k] [DecidableEq k]
```

Each orbital $i$ has a real occupation $m_i$, and $M=\mathrm{diag}(m_i)$ is the occupation matrix. In Lean, `m` is the function $i\mapsto m_i$ and `occupation m` is $M$, with its entries regarded as complex numbers. The occupations need not lie between 0 and 1, or between 0 and 2.

```lean
/-- The diagonal matrix of real orbital occupations. -/
def occupation (m : k → ℝ) : Matrix k k ℂ := Matrix.diagonal fun i => (m i : ℂ)
```

The one-particle density matrix is

$$D = C M C^\dagger,\qquad D_{ab}=\sum_i C_{ai}\,m_i\,\overline{C_{bi}} .$$

```lean
/-- The one-particle density matrix of the orbitals in the columns of `C` with occupations `m`. -/
def density (C : Matrix n k ℂ) (m : k → ℝ) : Matrix n n ℂ := C * occupation m * Cᴴ
```

For a single determinant of spin orbitals the occupations are one on a set $O$ of occupied orbitals and zero elsewhere. This choice is called `shell O`.

```lean
/-- Occupations equal to one for the orbitals in `O` and zero for all others. -/
def shell (O : Finset k) (i : k) : ℝ := if i ∈ O then 1 else 0
```

## Moving the rotation onto the occupations

A rotation replaces $C$ by $CU$, while the occupations stay attached to the column labels. The new orbital $j$ is $\sum_i C_{ai}U_{ij}$, so $U_{ij}$ is the amplitude of old orbital $i$ in new orbital $j$. Since $(CU)^\dagger=U^\dagger C^\dagger$,

$$(CU)M(CU)^\dagger = C\,(UMU^\dagger)\,C^\dagger .$$

This is associativity together with the rule for the adjoint of a product, and it holds for any square $U$.

```lean
/-- Rotating the orbitals amounts to rotating the occupation matrix in the orbital basis. -/
theorem density_rotate (C : Matrix n k ℂ) (U : Matrix k k ℂ) (m : k → ℝ) :
    density (C * U) m = C * (U * occupation m * Uᴴ) * Cᴴ := by
  simp only [density, Matrix.conjTranspose_mul, Matrix.mul_assoc]
```

## The commutator, entry by entry

Multiplying by a diagonal matrix on the right scales columns, and on the left it scales rows:

$$(UM)_{ij}=U_{ij}m_j,\qquad (MU)_{ij}=m_iU_{ij}.$$

Equality of the two means $(m_i-m_j)U_{ij}=0$ for all $i,j$. Where $m_i\neq m_j$, the first factor is nonzero and $U_{ij}$ must vanish. Conversely, if $U_{ij}=0$ for all such pairs, both products have entry zero there, and where $m_i=m_j$ the entries agree anyway. The Lean proof follows these two directions; `hz` is the product equation. Unitarity is not needed.

```lean
/-- A rotation commutes with the occupation matrix exactly when it does not mix orbitals
of different occupation. -/
theorem commute_occupation_iff (U : Matrix k k ℂ) (m : k → ℝ) :
    U * occupation m = occupation m * U ↔ ∀ i j, m i ≠ m j → U i j = 0 := by
  constructor
  · intro h i j hij
    have e := congrFun (congrFun h i) j
    simp only [occupation, Matrix.mul_diagonal, Matrix.diagonal_mul] at e
    have hne : (m i : ℂ) - m j ≠ 0 := sub_ne_zero.mpr (by exact_mod_cast hij)
    -- the entry of the commutator is the occupation difference times the entry of U
    have hz : ((m i : ℂ) - m j) * U i j = 0 := by linear_combination -e
    exact (mul_eq_zero.mp hz).resolve_left hne
  · intro h
    ext i j
    simp only [occupation, Matrix.mul_diagonal, Matrix.diagonal_mul]
    by_cases hij : m i = m j
    · rw [hij, mul_comm]
    · rw [h i j hij, zero_mul, mul_zero]
```

## Column norms of a unitary matrix

Unitarity enters as the hypothesis `Uᴴ * U = 1`. Its diagonal entry at $j$ reads

$$\sum_i \overline{U_{ij}}\,U_{ij}=\sum_i|U_{ij}|^2=1 .$$

The lemma turns this complex equation into a real one, with `Complex.normSq` for the squared modulus. It is used below for phases and for occupied shells.

```lean
/-- Each column of a unitary matrix has unit norm. -/
theorem column_norm {U : Matrix k k ℂ} (hU : Uᴴ * U = 1) (j : k) :
    ∑ i, Complex.normSq (U i j) = 1 := by
  have e := congrFun (congrFun hU j) j
  simp only [Matrix.mul_apply, Matrix.conjTranspose_apply, Matrix.one_apply_eq] at e
  have h : ((∑ i, Complex.normSq (U i j) : ℝ) : ℂ) = 1 := by
    rw [← e, Complex.ofReal_sum]
    exact Finset.sum_congr rfl fun i _ => Complex.normSq_eq_conj_mul_self
  exact_mod_cast h
```

## Recovering coefficients from orthonormal orbitals

From here on the basis is finite as well. Orthonormality is $C^\dagger C=1$, which presupposes an orthonormal underlying basis. In a non-orthogonal atomic basis the overlap matrix enters the condition; the theorems below apply to such coefficients after a transformation to an orthonormal basis.

For any coefficient matrix $X$,

$$C^\dagger(CXC^\dagger)C=(C^\dagger C)X(C^\dagger C)=X .$$

Hence $CAC^\dagger=CBC^\dagger$ implies $A=B$; the reverse implication is immediate. The orbitals need not span the whole space, so $CC^\dagger$ may be a proper projector. In the proof, `key` is the displayed identity, applied once to $A$ and once to $B$.

```lean
variable [Fintype n]

/-- For orthonormal orbitals, two operators expanded in these orbitals are equal exactly when
their coefficient matrices are equal. -/
theorem expansion_injective {C : Matrix n k ℂ} (hC : Cᴴ * C = 1) (A B : Matrix k k ℂ) :
    C * A * Cᴴ = C * B * Cᴴ ↔ A = B := by
  -- projecting back onto the orbitals recovers the coefficients
  have key : ∀ X : Matrix k k ℂ, Cᴴ * (C * X * Cᴴ) * C = X := fun X =>
    calc Cᴴ * (C * X * Cᴴ) * C = (Cᴴ * C) * X * (Cᴴ * C) := by
          simp only [Matrix.mul_assoc]
      _ = X := by rw [hC, Matrix.one_mul, Matrix.mul_one]
  constructor
  · intro h
    rw [← key A, h, key B]
  · intro h
    rw [h]
```

## The invariance criterion

The two preceding facts about $C$ reduce $(CU)M(CU)^\dagger=CMC^\dagger$ to $UMU^\dagger=M$. If this holds, multiplying by $U$ on the right gives

$$UM=UM\,U^\dagger U=MU .$$

If instead $UM=MU$, then $UMU^\dagger=MUU^\dagger=M$. The last equality needs $UU^\dagger=1$, which follows from $U^\dagger U=1$ because $U$ is a finite square matrix; `mul_eq_one_comm` supplies it.

The theorem takes orthonormality and unitarity as hypotheses `hC` and `hU`, and states two equivalences joined by "and": the density is preserved exactly when $U$ commutes with $M$, and $U$ commutes with $M$ exactly when $U_{ij}=0$ whenever $m_i\neq m_j$. The second is the entrywise lemma already established.

```lean
/-- A unitary rotation of orthonormal orbitals preserves the density matrix exactly when it commutes
with the occupation matrix, and this holds exactly when it does not mix different occupations. -/
theorem density_invariant_iff {C : Matrix n k ℂ} {U : Matrix k k ℂ}
    (hC : Cᴴ * C = 1) (hU : Uᴴ * U = 1) (m : k → ℝ) :
    (density (C * U) m = density C m ↔ U * occupation m = occupation m * U) ∧
    (U * occupation m = occupation m * U ↔ ∀ i j, m i ≠ m j → U i j = 0) := by
  refine ⟨?_, commute_occupation_iff U m⟩
  rw [density_rotate, density, expansion_injective hC]
  constructor
  · intro h
    calc U * occupation m = U * occupation m * (Uᴴ * U) := by rw [hU, Matrix.mul_one]
      _ = U * occupation m * Uᴴ * U := by simp only [Matrix.mul_assoc]
      _ = occupation m * U := by rw [h]
  · intro h
    rw [h, Matrix.mul_assoc, mul_eq_one_comm.mp hU, Matrix.mul_one]
```

## Distinct occupations leave only phases

Suppose no two orbitals have the same occupation, which Lean expresses as injectivity of `m`. An invariant rotation then has $U_{ij}=0$ for all $i\neq j$, so it is diagonal. The norm of column $i$ reduces to $|U_{ii}|^2=1$, or

$$(|U_{ii}|-1)(|U_{ii}|+1)=0,$$

and since a modulus is nonnegative, $|U_{ii}|=1$. Each orbital is multiplied by a phase $z_i$. Conversely, a diagonal $U$ mixes nothing and passes the criterion.

The statement therefore says that there are numbers $z_i$ of modulus one with $U=\mathrm{diag}(z_i)$. Among unitary rotations of the given orbitals into one another, this is the only freedom left when each occupation keeps its label. If one occupation is zero and the orbitals do not span the whole space, the empty orbital can also be replaced by a unit vector outside their span that is orthogonal to the other orbitals; such a replacement is not of the form $CU$.

```lean
/-- If all occupations of orthonormal orbitals are distinct, the unitary rotations preserving the
density matrix are exactly those that multiply each orbital by a phase. -/
theorem invariant_iff_phases {C : Matrix n k ℂ} {U : Matrix k k ℂ}
    (hC : Cᴴ * C = 1) (hU : Uᴴ * U = 1) {m : k → ℝ} (hm : Function.Injective m) :
    density (C * U) m = density C m ↔
      ∃ z : k → ℂ, (∀ i, ‖z i‖ = 1) ∧ U = Matrix.diagonal z := by
  rw [(density_invariant_iff hC hU m).1, (density_invariant_iff hC hU m).2]
  constructor
  · intro h
    refine ⟨fun i => U i i, fun i => ?_, ?_⟩
    · -- only the diagonal entry contributes to the norm of a column
      have c := column_norm hU i
      rw [Finset.sum_eq_single i
        (fun a _ ha => by rw [h a i (fun e => ha (hm e)), map_zero]) (by simp),
        Complex.normSq_eq_norm_sq] at c
      have hp := norm_nonneg (U i i)
      have hf : (‖U i i‖ - 1) * (‖U i i‖ + 1) = 0 := by linear_combination c
      rcases mul_eq_zero.mp hf with h1 | h1 <;> linarith
    · ext i j
      by_cases hij : i = j
      · subst hij
        simp
      · rw [h i j (fun e => hij (hm e)), Matrix.diagonal_apply_ne _ hij]
  · rintro ⟨z, -, rfl⟩ i j hij
    exact Matrix.diagonal_apply_ne _ (fun e => hij (by rw [e]))
```

## Occupied and empty orbitals

With occupations one and zero, the criterion asks for two blocks of $U$ to vanish: empty–occupied ($i\notin O$, $j\in O$) and occupied–empty ($i\in O$, $j\notin O$). For a unitary matrix the first is enough.

Assume $U_{ij}=0$ for $i\notin O$, $j\in O$. Let $|O|$ be the number of occupied orbitals. The occupied columns have unit norm and no weight outside the occupied rows, so

$$\sum_{j\in O}\sum_{i\in O}|U_{ij}|^2=|O| .$$

The rows of $U$ are also normalised, because $U^\dagger$ is unitary. Summing over the occupied rows gives

$$\sum_{i\in O}\sum_{j\in O}|U_{ij}|^2+\sum_{i\in O}\sum_{j\notin O}|U_{ij}|^2=|O| .$$

Subtraction leaves

$$\sum_{i\in O}\sum_{j\notin O}|U_{ij}|^2=0,$$

and a sum of nonnegative terms vanishes only if each term does. In the proof, `cols` and `rows` are the two counts and `hsum` is their difference. The final case split checks that every pair with different occupations lies in one of the two blocks.

For a single determinant in a finite orthonormal basis, this is the freedom used when occupied orbitals are localised: they may be mixed among themselves without changing the one-particle density matrix, provided that none acquires a component on an empty orbital.

```lean
/-- With occupations one and zero, a unitary rotation of orthonormal orbitals preserves the density
matrix exactly when no occupied orbital acquires a component on an empty one. -/
theorem shell_invariant_iff {C : Matrix n k ℂ} {U : Matrix k k ℂ}
    (hC : Cᴴ * C = 1) (hU : Uᴴ * U = 1) (O : Finset k) :
    density (C * U) (shell O) = density C (shell O) ↔ ∀ i ∉ O, ∀ j ∈ O, U i j = 0 := by
  rw [(density_invariant_iff hC hU (shell O)).1, (density_invariant_iff hC hU (shell O)).2]
  constructor
  · intro h i hi j hj
    exact h i j (by simp [shell, hi, hj])
  · intro h
    have row : ∀ i, ∑ j, Complex.normSq (U i j) = 1 := fun i => by
      have c := column_norm (U := Uᴴ)
        (by rw [Matrix.conjTranspose_conjTranspose]; exact mul_eq_one_comm.mp hU) i
      simpa [Matrix.conjTranspose_apply, Complex.normSq_conj] using c
    -- the occupied block already exhausts the norm of the occupied rows
    have rows : ∑ i ∈ O, (∑ j ∈ O, Complex.normSq (U i j) +
        ∑ j ∈ Oᶜ, Complex.normSq (U i j)) = ∑ i ∈ O, (1 : ℝ) :=
      Finset.sum_congr rfl fun i _ => by
        rw [Finset.sum_add_sum_compl]
        exact row i
    have cols : ∑ j ∈ O, ∑ i ∈ O, Complex.normSq (U i j) = ∑ j ∈ O, (1 : ℝ) :=
      Finset.sum_congr rfl fun j hj => by
        rw [← column_norm hU j]
        exact Finset.sum_subset (Finset.subset_univ O) fun i _ hi => by
          rw [h i hi j hj, map_zero]
    rw [Finset.sum_comm] at cols
    rw [Finset.sum_add_distrib] at rows
    have hsum : ∑ i ∈ O, ∑ j ∈ Oᶜ, Complex.normSq (U i j) = 0 := by linarith
    have nn : ∀ i ∈ O, 0 ≤ ∑ j ∈ Oᶜ, Complex.normSq (U i j) :=
      fun i _ => Finset.sum_nonneg fun j _ => Complex.normSq_nonneg (U i j)
    intro i j hij
    by_cases hi : i ∈ O
    · by_cases hj : j ∈ O
      · exact absurd (by simp [shell, hi, hj]) hij
      · have h1 := (Finset.sum_eq_zero_iff_of_nonneg nn).mp hsum i hi
        have nn' : ∀ b ∈ Oᶜ, 0 ≤ Complex.normSq (U i b) :=
          fun b _ => Complex.normSq_nonneg (U i b)
        have h2 := (Finset.sum_eq_zero_iff_of_nonneg nn').mp h1 j (Finset.mem_compl.mpr hj)
        exact Complex.normSq_eq_zero.mp h2
    · by_cases hj : j ∈ O
      · exact h i hi j hj
      · exact absurd (by simp [shell, hi, hj]) hij
```

## Invariance under every rotation

If all occupations are equal, no pair has $m_i\neq m_j$, so the criterion holds for every unitary $U$.

For the converse, suppose that every unitary rotation preserves the density but $m_i\neq m_j$ for some pair. Let $S$ exchange orbitals $i$ and $j$ and leave the others alone. It is unitary, so by assumption it preserves the density, and the criterion requires $S_{ij}=0$. But $S_{ij}=1$, a contradiction.

Lean builds `S` by permuting the columns of the identity matrix with `Equiv.swap i j`; `hS` establishes its unitarity and `hone` the entry $S_{ij}=1$. In the theorem the quantifier over `U` stands inside the left-hand side: one condition on the occupations is equivalent to invariance under all rotations at once.

```lean
/-- Every unitary rotation of given orthonormal orbitals preserves the density matrix exactly when
all occupations are equal. -/
theorem all_rotations_invariant_iff {C : Matrix n k ℂ} (hC : Cᴴ * C = 1) (m : k → ℝ) :
    (∀ U : Matrix k k ℂ, Uᴴ * U = 1 → density (C * U) m = density C m) ↔
      ∀ i j, m i = m j := by
  constructor
  · intro h i j
    by_contra hij
    -- exchanging two orbitals of different occupation changes the density
    let S : Matrix k k ℂ := (1 : Matrix k k ℂ).submatrix id (Equiv.swap i j)
    have hS : Sᴴ * S = 1 := by
      change ((1 : Matrix k k ℂ).submatrix id (Equiv.swap i j))ᴴ *
        (1 : Matrix k k ℂ).submatrix id (Equiv.swap i j) = 1
      rw [Matrix.conjTranspose_submatrix, Matrix.conjTranspose_one,
        ← Matrix.submatrix_mul _ _ _ id _ Function.bijective_id, Matrix.one_mul,
        Matrix.submatrix_one_equiv]
    have hz := (density_invariant_iff hC hS m).2.mp
      ((density_invariant_iff hC hS m).1.mp (h S hS)) i j hij
    have hone : S i j = 1 := by
      change (1 : Matrix k k ℂ) i (Equiv.swap i j j) = 1
      exact Matrix.one_apply.trans (if_pos (Equiv.swap_apply_right i j).symm)
    exact one_ne_zero (hone.symm.trans hz)
  · intro h U hU
    exact (density_invariant_iff hC hU m).1.mpr
      ((density_invariant_iff hC hU m).2.mpr fun i j hij => absurd (h i j) hij)

end

end OrbitalRotationInvariance
```

```lean
#print axioms OrbitalRotationInvariance.density_invariant_iff
#print axioms OrbitalRotationInvariance.invariant_iff_phases
#print axioms OrbitalRotationInvariance.shell_invariant_iff
#print axioms OrbitalRotationInvariance.all_rotations_invariant_iff
```

```
'OrbitalRotationInvariance.density_invariant_iff' depends on axioms: [propext, Classical.choice, Quot.sound]
'OrbitalRotationInvariance.invariant_iff_phases' depends on axioms: [propext, Classical.choice, Quot.sound]
'OrbitalRotationInvariance.shell_invariant_iff' depends on axioms: [propext, Classical.choice, Quot.sound]
'OrbitalRotationInvariance.all_rotations_invariant_iff' depends on axioms: [propext, Classical.choice, Quot.sound]
```
